# The momentum-space density of states for a quadratic kinetic energy is proportional to K^(f/2−1)

For a classical system with finitely many scaled momenta, f in number, and kinetic energy ‖p‖²/2, the lemma gives the rate at which the volume of momentum space with energy at most K grows with K. For K > 0 this derivative is 2^(f/2) · V · (f/2) · K^(f/2−1), where V is the volume of the unit ball in f dimensions; the same formula serves for scaled coordinates with a quadratic potential energy. The volume is the plain Lebesgue one, with no division by powers of Planck's constant. The attempt identifies the region of energy at most x with a closed ball of radius √(2x), writes its volume as a constant times x^(f/2), and differentiates that power at K.

Lean 4 with Mathlib refuses this proof:

```lean
import Mathlib

open MeasureTheory Filter Topology

namespace MicrocanonicalHeatCapacity

noncomputable section

/-- The volume of the region `‖p‖²/2 ≤ K` in the space of `f` scaled momenta (or scaled
coordinates) grows with `K` at a rate proportional to `K^(f/2-1)`. -/
theorem densityOfStates (f : ℕ) {K : ℝ} (hK : 0 < K) :
    HasDerivAt (fun x : ℝ => volume.real {p : EuclideanSpace ℝ (Fin f) | ‖p‖ ^ 2 / 2 ≤ x})
      ((2 : ℝ) ^ ((f : ℝ) / 2) * volume.real (Metric.ball (0 : EuclideanSpace ℝ (Fin f)) 1)
        * ((f : ℝ) / 2 * K ^ ((f : ℝ) / 2 - 1))) K := by
  -- the region is a ball of radius √(2x)
  have vol : ∀ x : ℝ, 0 < x →
      volume.real {p : EuclideanSpace ℝ (Fin f) | ‖p‖ ^ 2 / 2 ≤ x} =
      (2 : ℝ) ^ ((f : ℝ) / 2) * volume.real (Metric.ball (0 : EuclideanSpace ℝ (Fin f)) 1)
        * x ^ ((f : ℝ) / 2) := by
    intro x hx
    have hset : {p : EuclideanSpace ℝ (Fin f) | ‖p‖ ^ 2 / 2 ≤ x} =
        Metric.closedBall 0 (√(2 * x)) := by
      ext p
      simp only [Set.mem_setOf_eq, mem_closedBall_zero_iff]
      rw [Real.le_sqrt (norm_nonneg p)]
      constructor <;> intro h <;> linarith
    have hpow : √(2 * x) ^ f = (2 : ℝ) ^ ((f : ℝ) / 2) * x ^ ((f : ℝ) / 2) := by
      rw [Real.sqrt_eq_rpow, ← Real.rpow_natCast, ← Real.rpow_mul (by positivity),
        ← Real.mul_rpow (by norm_num) hx.le]
      congr 1
      ring
    rw [hset, measureReal_def, measureReal_def,
      Measure.addHaar_closedBall _ _ (Real.sqrt_nonneg _), ENNReal.toReal_mul,
      ENNReal.toReal_ofReal (by positivity), finrank_euclideanSpace_fin, hpow]
    ring
  refine ((Real.hasDerivAt_rpow_const (Or.inl hK.ne')).const_mul _).congr_of_eventuallyEq ?_
  filter_upwards [lt_mem_nhds hK] with x hx
  exact vol x hx

end

end MicrocanonicalHeatCapacity
```

Messages:

```
Main.lean:24:17: warning: `Set.mem_setOf_eq` has been deprecated: Use `Set.mem_ofPred_eq` instead
Main.lean:22:42: error: unsolved goals
f : ℕ
K : ℝ
hK : 0 < K
x : ℝ
hx : 0 < x
p : EuclideanSpace ℝ (Fin f)
⊢ 0 ≤ 2 * x
```

Diagnosis. The error lies in the proof that the energy region is the closed ball. There `rw [Real.le_sqrt (norm_nonneg p)]` turns `‖p‖ ≤ √(2 * x)` into `‖p‖ ^ 2 ≤ 2 * x`. The lemma also needs `0 ≤ 2 * x`, which was not supplied, so `rw` leaves it as a second goal after the main equivalence. The line `constructor <;> intro h <;> linarith` works on the first goal only: `constructor` splits the equivalence, and the `<;>` steps act on the two implications it produces. The side condition is therefore still open when the proof ends, and Lean reports it as unsolved.

The repair adds `positivity`, which proves `0 ≤ 2 * x` using the hypothesis `hx : 0 < x`. The bullets give each goal its own block; putting one before the old line is mere tidying.

The warning is a separate matter: `Set.mem_setOf_eq` is deprecated, and replacing it with `Set.mem_ofPred_eq` removes the warning but does not bear on the error.

Fix (accepted with no message):

```diff
@@ -22,7 +22,8 @@
         Metric.closedBall 0 (√(2 * x)) := by
       ext p
-      simp only [Set.mem_setOf_eq, mem_closedBall_zero_iff]
+      simp only [Set.mem_ofPred_eq, mem_closedBall_zero_iff]
       rw [Real.le_sqrt (norm_nonneg p)]
-      constructor <;> intro h <;> linarith
+      · constructor <;> intro h <;> linarith
+      · positivity
     have hpow : √(2 * x) ^ f = (2 : ℝ) ^ ((f : ℝ) / 2) * x ^ ((f : ℝ) / 2) := by
       rw [Real.sqrt_eq_rpow, ← Real.rpow_natCast, ← Real.rpow_mul (by positivity),
```
